# The quadratic form ⟨v, Tv⟩ of a symmetric operator on a combination of two vectors

For a symmetric linear operator `T` on a complex inner product space, the theorem expands the real part of ⟨v, Tv⟩ at v = xu + yw. The result is the value at `u` times |x|², plus the value at `w` times |y|², plus an interference term, twice the real part of ȳx⟨w, Tu⟩. The vectors need be neither normalised nor orthogonal, and what the file calls `energy` is not divided by ‖v‖², so it is the expectation value of `T` only when v has norm one; for other nonzero v that value is `energy T v` divided by ‖v‖². The proof uses symmetry to write ⟨u, Tw⟩ as the conjugate of ⟨w, Tu⟩, expands the inner product, passes to real and imaginary parts, and leaves the remaining identity between real numbers to `ring`.

The failing Lean file:

```lean
import Mathlib

open ComplexConjugate

namespace RitzBasisEnlargement

noncomputable section

variable {E : Type*} [NormedAddCommGroup E] [InnerProductSpace ℂ E]

/-- The energy of a state `v`: the real part of `⟨v, T v⟩`. -/
def energy (T : E →ₗ[ℂ] E) (v : E) : ℝ := (inner ℂ v (T v)).re

/-- For a symmetric operator, the energy of `x • u + y • w` is the sum of the energies of `u` and
`w`, weighted by `‖x‖ ^ 2` and `‖y‖ ^ 2`, plus twice the real part of `conj y * x` times the
coupling `⟨w, T u⟩`. -/
theorem energy_combination {T : E →ₗ[ℂ] E} (hT : T.IsSymmetric) (u w : E) (x y : ℂ) :
    energy T (x • u + y • w) = ‖x‖ ^ 2 * energy T u + ‖y‖ ^ 2 * energy T w
      + 2 * (conj y * x * inner ℂ w (T u)).re := by
  have h : inner ℂ u (T w) = conj (inner ℂ w (T u)) := by
    rw [← hT u w, inner_conj_symm]
  unfold energy
  simp only [map_add, map_smul, inner_add_left, inner_add_right, inner_smul_left,
    inner_smul_right, h]
  simp only [Complex.sq_norm, Complex.normSq_apply, Complex.add_re, Complex.mul_re,
    Complex.mul_im, Complex.conj_re, Complex.conj_im]
  ring

end

end RitzBasisEnlargement
```

The compiler's answer:

```
Try this:
  [apply] ring_nf
  
  The `ring` tactic failed to close the goal. Use `ring_nf` to obtain a normal form.
    
  Note that `ring` works primarily in *commutative* rings. If you have a noncommutative ring, abelian group or module, consider using `noncomm_ring`, `abel` or `module` instead.
Main.lean:19:49: error: unsolved goals
E : Type u_1
inst✝¹ : NormedAddCommGroup E
inst✝ : InnerProductSpace ℂ E
T : E →ₗ[ℂ] E
hT : T.IsSymmetric
u w : E
x y : ℂ
h : inner ℂ u (T w) = (starRingEnd ℂ) (inner ℂ w (T u))
⊢ x.re * x.im * (inner ℂ u (T u)).im + x.re * y.re * (inner ℂ w (T u)).re * 2 + x.re * y.im * (inner ℂ w (T u)).im +
                x.re ^ 2 * (inner ℂ u (T u)).re -
              x.im * y.re * (inner ℂ w (T u)).im -
            x.im * ((starRingEnd ℂ) x * inner ℂ u (T u) + (starRingEnd ℂ) y * inner ℂ w (T u)).im +
          y.re * y.im * (inner ℂ w (T w)).im +
        y.re ^ 2 * (inner ℂ w (T w)).re -
      y.im * ((starRingEnd ℂ) x * (starRingEnd ℂ) (inner ℂ w (T u)) + (starRingEnd ℂ) y * inner ℂ w (T w)).im =
    x.re * y.re * (inner ℂ w (T u)).re * 2 + x.re * y.im * (inner ℂ w (T u)).im * 2 + x.re ^ 2 * (inner ℂ u (T u)).re +
              (inner ℂ u (T u)).re * x.im ^ 2 -
            x.im * y.re * (inner ℂ w (T u)).im * 2 +
          x.im * (inner ℂ w (T u)).re * y.im * 2 +
        y.re ^ 2 * (inner ℂ w (T w)).re +
      y.im ^ 2 * (inner ℂ w (T w)).re
```

What went wrong. The first message says that `ring` could not close the goal; the error shows what was left after it fell back to normalising. On the left-hand side there are still imaginary parts of whole sums, such as `((starRingEnd ℂ) x * inner ℂ u (T u) + (starRingEnd ℂ) y * inner ℂ w (T u)).im`.

They come from `Complex.mul_re`, which turns the real part of a product into an expression containing the imaginary parts of both factors, and here one factor is a sum. The second `simp only` has `Complex.add_re` for the real part of a sum, but not `Complex.add_im` for the imaginary part. `Complex.mul_im` can't help while the outermost operation under `.im` is addition, and `ring` doesn't know that taking imaginary parts is additive, so it treats each such term as an opaque quantity.

The repair adds `Complex.add_im`. The sums then split, the lemmas already listed expand the pieces, and `ring` can prove the resulting polynomial identity. Moving `Complex.mul_re` to the next line is mere tidying.

Fix (accepted with no message):

```diff
@@ -23,6 +23,6 @@
   simp only [map_add, map_smul, inner_add_left, inner_add_right, inner_smul_left,
     inner_smul_right, h]
-  simp only [Complex.sq_norm, Complex.normSq_apply, Complex.add_re, Complex.mul_re,
-    Complex.mul_im, Complex.conj_re, Complex.conj_im]
+  simp only [Complex.sq_norm, Complex.normSq_apply, Complex.add_re, Complex.add_im,
+    Complex.mul_re, Complex.mul_im, Complex.conj_re, Complex.conj_im]
   ring
 
```
